# A finite upper-triangular complex matrix is normal exactly when it is diagonal

The declaration `upperTriangular_normal_iff_diagonal` states that an n × n complex matrix whose entries below the diagonal vanish commutes with its conjugate transpose if and only if it is diagonal. In physical terms, if an operator on a finite-dimensional state space has an upper-triangular matrix in some orthonormal basis, it is normal, as Hermitian and unitary operators are, exactly when that matrix is diagonal. For the forward direction, the attempt goes through the rows by strong induction, using the fact that in a normal matrix the i-th row and the i-th column have equal squared norms. Column i holds only its diagonal entry, so nothing is left for the rest of row i. For the converse, it computes with diagonal matrices, whose entries commute.

As first written in Lean, the proof fails:

```lean
import Mathlib

open Matrix

namespace NormalTriangular

noncomputable section

variable {n : ℕ}

/-- An operator is normal when it commutes with its adjoint. -/
def IsNormalMatrix (A : Matrix (Fin n) (Fin n) ℂ) : Prop := Aᴴ * A = A * Aᴴ

/-- All entries below the diagonal vanish. -/
def IsUpperTriangular (T : Matrix (Fin n) (Fin n) ℂ) : Prop :=
  ∀ i j, j < i → T i j = 0

/-- For a normal matrix, the `i`-th column and the `i`-th row have the same squared norm. -/
theorem normal_column_row_norm {A : Matrix (Fin n) (Fin n) ℂ} (hA : IsNormalMatrix A)
    (i : Fin n) :
    ∑ k, Complex.normSq (A k i) = ∑ k, Complex.normSq (A i k) := by
  have h := congrFun (congrFun hA i) i
  simp only [Matrix.mul_apply, Matrix.conjTranspose_apply] at h
  have e : ∀ z : ℂ, (Complex.normSq z : ℂ) = star z * z :=
    fun z => Complex.normSq_eq_conj_mul_self
  apply Complex.ofReal_injective
  rw [Complex.ofReal_sum, Complex.ofReal_sum]
  simp only [e]
  exact h.trans (Finset.sum_congr rfl fun k _ => mul_comm _ _)

/-- An upper-triangular complex matrix is normal exactly when it is diagonal. -/
theorem upperTriangular_normal_iff_diagonal {T : Matrix (Fin n) (Fin n) ℂ}
    (hT : IsUpperTriangular T) : IsNormalMatrix T ↔ T.IsDiag := by
  constructor
  · intro hN
    have key : ∀ m : ℕ, ∀ i : Fin n, i.val = m → ∀ j, i < j → T i j = 0 := by
      intro m
      induction m using Nat.strong_induction_on with
      | _ m ih =>
        intro i hi j hij
        -- the earlier rows are diagonal, so column i holds only its diagonal entry
        have hcol : ∑ k, Complex.normSq (T k i) = Complex.normSq (T i i) := by
          apply Finset.sum_eq_single i
          · intro k _ hk
            rcases lt_or_gt_of_ne hk with h | h
            · have hlt : k.val < m := by
                have := Fin.lt_def.mp h
                omega
              rw [ih k.val hlt k rfl i h, map_zero]
            · rw [hT k i h, map_zero]
          · intro h
            exact absurd (Finset.mem_univ i) h
        -- equal norms leave nothing for the rest of row i
        have hrow := normal_column_row_norm hN i
        have hsplit := Finset.add_sum_erase Finset.univ
          (fun k => Complex.normSq (T i k)) (Finset.mem_univ i)
        have hle := Finset.single_le_sum (f := fun k => Complex.normSq (T i k))
          (s := Finset.univ.erase i) (fun k _ => Complex.normSq_nonneg _)
          (Finset.mem_erase.mpr ⟨hij.ne', Finset.mem_univ j⟩)
        have hpos := Complex.normSq_nonneg (T i j)
        apply Complex.normSq_eq_zero.mp
        dsimp only at hsplit hle
        linarith
    intro i j hij
    rcases lt_or_gt_of_ne hij with h | h
    · exact key i.val i rfl j h
    · exact hT i j h
  · intro hD
    rw [← hD.diagonal_diag]
    unfold IsNormalMatrix
    rw [Matrix.diagonal_conjTranspose, Matrix.diagonal_mul_diagonal,
      Matrix.diagonal_mul_diagonal]
    congr 1
    funext i
    exact mul_comm _ _

end

end NormalTriangular
```

Lean reports:

```
Main.lean:62:8: error: `dsimp` made no progress
```

After these edits no error is left:

```diff
@@ -39,5 +39,5 @@
       | _ m ih =>
         intro i hi j hij
-        -- the earlier rows are diagonal, so column i holds only its diagonal entry
+        -- the earlier rows are diagonal and T is upper triangular, so column i holds only its diagonal entry
         have hcol : ∑ k, Complex.normSq (T k i) = Complex.normSq (T i i) := by
           apply Finset.sum_eq_single i
@@ -60,5 +60,5 @@
         have hpos := Complex.normSq_nonneg (T i j)
         apply Complex.normSq_eq_zero.mp
-        dsimp only at hsplit hle
+
         linarith
     intro i j hij
```

The one error says that `dsimp only at hsplit hle` changed nothing, which Lean treats as a failure. With no lemmas supplied, the call could serve here only to tidy the two hypotheses by definitional reduction, for instance by turning `(fun k => Complex.normSq (T i k)) i` into `Complex.normSq (T i i)`. Neither `hsplit` nor `hle` had anything left for it to reduce.

The repair deletes the call, and `linarith` closes the goal from the hypotheses as they stand. `hcol`, `hrow` and `hsplit` together make the sum over the rest of row i zero. `hle` bounds the squared modulus of `T i j` by that sum, and `hpos` says it is not negative, so it is zero.

The other change is mere tidying: the comment above `hcol` now also mentions that `T` is upper triangular, which the proof of `hcol` already used.
